# The Bethe identity for s-wave scattering by a finite-range potential

## How do the waves inside a well fix $k\cot d$?

Take a square well $U=-1$ on $[0,\pi/2]$. At zero energy the wave $u_0=\sin r$ leaves the well with value 1 and slope 0, so it joins the constant $p_0=1$. At energy $k^2$ let $u_k$ vanish at the origin and join $p_k=\sin(kr+d)/\sin d$ in value and slope at $R=\pi/2$, with $\sin d\neq0$. Since $(u_0u_k'-u_0'u_k)'=-k^2u_0u_k$, integrating over the well gives
$$u_k'(R)=-k^2\int_0^R u_0u_k\,dr .$$
The free wave obeys $p_k''=-k^2p_k$ and has slope $k\cot d$ at the origin, so
$$p_k'(R)-k\cot d=-k^2\int_0^R p_k\,dr .$$
The slopes at $R$ agree, and subtracting leaves $k\cot d=k^2\int_0^R(p_k-u_0u_k)\,dr$.

I believe that for a general potential and scattering length $a$ this becomes
$$k\cot d=-\frac1a+k^2\int_0^R(p_0p_k-u_0u_k)\,dr,\qquad p_0=1-\frac ra .$$
Can this be made rigorous and machine-checked, including what it says about the effective range?

## Two Wronskians that agree at the matching radius

Yes. Write $\alpha=1/a$, so that $p_0=1-\alpha r$ and the resonant case $\alpha=0$ of your example is included. Let $u$ and $v$ solve the radial equation in the same potential at energies $E_1$ and $E_2$:
$$u''=(U-E_1)u,\qquad v''=(U-E_2)v .$$
The Wronskian $W=uv'-u'v$ has derivative
$$W'=uv''-u''v=(U-E_2)uv-(U-E_1)uv=(E_1-E_2)uv .$$
The potential has cancelled, and integration gives
$$W(R)-W(0)=(E_1-E_2)\int_0^R uv\,dr .$$

Now set $E_1=0$ and $E_2=k^2$, and use this twice. For the interior pair, $W(0)=0$ because both waves vanish there:
$$(u_0u_k'-u_0'u_k)(R)=-k^2\int_0^R u_0u_k\,dr .$$
The outer pair solves the same equation with $U=0$. At the origin $p_0=p_k=1$, $p_0'=-\alpha$ and $p_k'=k\cot d$, so its Wronskian there is $k\cot d+\alpha$:
$$(p_0p_k'-p_0'p_k)(R)-(k\cot d+\alpha)=-k^2\int_0^R p_0p_k\,dr .$$
Matching in value and slope makes the two Wronskians at $R$ equal. Subtracting the second equation from the first gives
$$k\cot d=-\alpha+k^2\int_0^R(p_0p_k-u_0u_k)\,dr .$$

The amplitudes matter here. For $k\neq0$, matching only the logarithmic derivative $u'/u$ fixes $d$ up to a multiple of $\pi$, but it leaves the scale of $u_k$ free. Rescaling $u_k$ alone changes the integral whenever $\int_0^R u_0u_k\,dr\neq0$. The derivation therefore scales the interior waves to join outer waves that equal one at the origin.

## From the identity to the effective range

Define $r_e=2\int_0^R(p_0^2-u_0^2)\,dr$. Subtracting the effective-range formula from the identity gives
$$k\cot d-\left(-\alpha+\tfrac12r_ek^2\right)=k^2\int_0^R\left[p_0(p_k-p_0)-u_0(u_k-u_0)\right]dr .$$
If $|p_0|,|u_0|\le M$ and $|p_k-p_0|,|u_k-u_0|\le\varepsilon$ on $[0,R]$, each product is at most $M\varepsilon$ in size. The error is therefore at most $2M\varepsilon Rk^2$.

For single-channel, non-relativistic s-wave scattering by a potential confined to $r\le R$, this is why two numbers describe $k\cot d$ well at energies where the waves inside $R$ have hardly changed.

## What the Lean statements say

`IsRadialSolution U E R u u'` says that `u` has derivative `u'` on $[0,R]$ and that `u'` has derivative $(U-E)u$, with one-sided derivatives at the endpoints. Here $U$ and $E$ are the potential and energy multiplied by $2m/\hbar^2$, with $m$ the reduced mass, so $E=k^2$. Continuity of $U$ is not assumed, because the proof never integrates $U$. However, `u'` must have the stated derivative at every point, and a derivative cannot jump, so a step of $U$ inside the interval is allowed only where `u` vanishes. A potential that behaves like $1/r$ at the origin, such as a cut-off Yukawa potential, is excluded as well: $Uu$ then tends to a nonzero value at the origin, while the definition demands $u''(0)=0$ for a wave that vanishes there.

`MatchesAt` demands equality of both value and slope at $R$. The outer waves $p_k$ and $p_0$ are `outerWave k d` and `zeroWave α`, with slopes `outerSlope k d` and `zeroSlope α`. The interior wave $u_k$ is called `u` in the file. Note that $p_0$ is a function of its own, not $p_k$ with $k=0$ inserted at fixed $d$.

`bethe_identity` then reads: if $R\ge0$, $\sin d\ne0$, and two interior waves at energies $0$ and $k^2$ vanish at the origin and match their outer waves, the identity holds. Matching in fact forces $R>0$, since at $R=0$ it would require $0=1$. `bethe_identity_two_energies` is the version for wave numbers $k,l$ with phases $d,e$:
$$l\cot e-k\cot d=(l^2-k^2)\int_0^R(p_kp_l-u_ku_l)\,dr .$$

Several things are assumed:

- The interior waves are given, not constructed from $U$.
- The numbers $d$ and $\alpha$ enter through matching. Reading them as the physical phase shift and inverse scattering length supposes that the potential vanishes beyond $R$.
- The outer waves contain no centrifugal or Coulomb term.
- The normalisation at the origin excludes $\sin d=0$ and zero scattering length.

In `effective_range_error`, $M$ and $\varepsilon$ are hypotheses at one fixed $k$. The theorem does not establish how $\varepsilon$ shrinks with $k$, so it bounds the error of the effective-range formula without giving an asymptotic expansion.

## How the proof follows the derivation

`wronskian_identity` differentiates $W$ at interior points, where `ring` performs the cancellation of $U$. The fundamental theorem of calculus then needs only continuity of $W$ on the closed interval and integrability of $uv$. The latter comes from `integrable_mul`, since both waves are continuous.

`slope_difference` applies that identity to the interior pair (`h1`) and the free pair (`h2`). It rewrites the values at $R$ by matching and those at the origin by the boundary conditions. The closing `linear_combination h1 - h2` is the subtraction made above.

`sine_solution` checks sine waves in any constant potential. With potential zero it gives `outerWave_solution`, while `zeroWave_solution` treats the straight line $1-\alpha r$. `bethe_identity` and its two-energy version insert these waves and evaluate their slopes at the origin.

For `effective_range_error`, `t1` and `t2` are the two bounds by $M\varepsilon$, `hI` integrates them over a length $R$, and `hE` writes the error as $k^2$ times the remainder integral.

Finally, `bethe_identity_witness` exhibits matched waves in the well $U=-9$ on $[0,\pi/2]$: $-\sin3r$ at zero energy and $\sin5r$ at $k=4$, with $\alpha=0$ and $d=\pi/2$. Both vanish at the origin, so the assumptions of `bethe_identity` are met by an actual well. Both sides of the identity are zero in this instance.

The complete file is this:

```lean
import Mathlib

open Set MeasureTheory

namespace BetheEffectiveRange

noncomputable section

/-- The pair `(u, u')` is a radial wave and its slope on `[0, R]`, obeying
`u'' = (U - E) u`. -/
structure IsRadialSolution (U : ℝ → ℝ) (E R : ℝ) (u u' : ℝ → ℝ) : Prop where
  wave : ∀ r ∈ Icc 0 R, HasDerivWithinAt u (u' r) (Icc 0 R) r
  slope : ∀ r ∈ Icc 0 R, HasDerivWithinAt u' ((U r - E) * u r) (Icc 0 R) r

/-- Two waves agree in value and slope at the radius `R`. -/
def MatchesAt (R : ℝ) (u u' p p' : ℝ → ℝ) : Prop := u R = p R ∧ u' R = p' R

/-- The free wave `sin (k r + d) / sin d` with phase shift `d`, equal to one at the origin
when `sin d ≠ 0`. -/
def outerWave (k d r : ℝ) : ℝ := Real.sin (k * r + d) / Real.sin d

/-- The slope of the free wave with phase shift `d`. -/
def outerSlope (k d r : ℝ) : ℝ := k * Real.cos (k * r + d) / Real.sin d

/-- The free wave `1 - α r` at zero energy, where `α = 1/a` is the inverse scattering length. -/
def zeroWave (α r : ℝ) : ℝ := 1 - α * r

/-- The slope of the free wave at zero energy. -/
def zeroSlope (α _r : ℝ) : ℝ := -α

/-- The effective range, twice the integral of `p₀² - u₀²` over `[0, R]`. -/
def effectiveRange (α R : ℝ) (u₀ : ℝ → ℝ) : ℝ :=
  2 * ∫ r in (0 : ℝ)..R, (zeroWave α r * zeroWave α r - u₀ r * u₀ r)

variable {U V : ℝ → ℝ} {E₁ E₂ R : ℝ} {u u' v v' p p' q q' : ℝ → ℝ}

/-- The product of two radial waves is integrable over `[0, R]`. -/
theorem integrable_mul (hR : 0 ≤ R) (hu : IsRadialSolution U E₁ R u u')
    (hv : IsRadialSolution V E₂ R v v') :
    IntervalIntegrable (fun r => u r * v r) volume 0 R := by
  have cu : ContinuousOn u (Icc 0 R) := fun r hr => (hu.wave r hr).continuousWithinAt
  have cv : ContinuousOn v (Icc 0 R) := fun r hr => (hv.wave r hr).continuousWithinAt
  exact ContinuousOn.intervalIntegrable_of_Icc hR (cu.mul cv)

/-- The Wronskian of two waves in the same potential changes between `0` and `R` by the
energy difference times their overlap integral. -/
theorem wronskian_identity (hR : 0 ≤ R) (hu : IsRadialSolution U E₁ R u u')
    (hv : IsRadialSolution U E₂ R v v') :
    (u R * v' R - u' R * v R) - (u 0 * v' 0 - u' 0 * v 0)
      = (E₁ - E₂) * ∫ r in (0 : ℝ)..R, u r * v r := by
  have cu : ContinuousOn u (Icc 0 R) := fun r hr => (hu.wave r hr).continuousWithinAt
  have cv : ContinuousOn v (Icc 0 R) := fun r hr => (hv.wave r hr).continuousWithinAt
  have cu' : ContinuousOn u' (Icc 0 R) := fun r hr => (hu.slope r hr).continuousWithinAt
  have cv' : ContinuousOn v' (Icc 0 R) := fun r hr => (hv.slope r hr).continuousWithinAt
  -- the potential cancels in the derivative of the Wronskian
  have hd : ∀ r ∈ Ioo 0 R, HasDerivAt (fun r => u r * v' r - u' r * v r)
      ((E₁ - E₂) * (u r * v r)) r := by
    intro r hr
    have hm : Icc 0 R ∈ nhds r := Icc_mem_nhds hr.1 hr.2
    have hr' := Ioo_subset_Icc_self hr
    have a1 := (hu.wave r hr').hasDerivAt hm
    have a2 := (hu.slope r hr').hasDerivAt hm
    have b1 := (hv.wave r hr').hasDerivAt hm
    have b2 := (hv.slope r hr').hasDerivAt hm
    exact ((a1.fun_mul b2).fun_sub (a2.fun_mul b1)).congr_deriv (by ring)
  have key : ∫ r in (0 : ℝ)..R, (E₁ - E₂) * (u r * v r)
      = (u R * v' R - u' R * v R) - (u 0 * v' 0 - u' 0 * v 0) :=
    intervalIntegral.integral_eq_sub_of_hasDerivAt_of_le hR
      ((cu.mul cv').sub (cu'.mul cv)) hd ((integrable_mul hR hu hv).const_mul _)
  rw [← key, intervalIntegral.integral_const_mul]

/-- Two interior waves vanish at the origin and match two free waves normalised to one there.
The free slopes at the origin differ by the energy difference times the integral of
`p q - u v`. -/
theorem slope_difference (hR : 0 ≤ R)
    (hu : IsRadialSolution U E₁ R u u') (hv : IsRadialSolution U E₂ R v v')
    (hp : IsRadialSolution (fun _ => 0) E₁ R p p')
    (hq : IsRadialSolution (fun _ => 0) E₂ R q q')
    (u0 : u 0 = 0) (v0 : v 0 = 0) (p0 : p 0 = 1) (q0 : q 0 = 1)
    (mu : MatchesAt R u u' p p') (mv : MatchesAt R v v' q q') :
    q' 0 - p' 0 = (E₂ - E₁) * ∫ r in (0 : ℝ)..R, (p r * q r - u r * v r) := by
  have h1 := wronskian_identity hR hu hv
  have h2 := wronskian_identity hR hp hq
  rw [intervalIntegral.integral_sub (integrable_mul hR hp hq) (integrable_mul hR hu hv)]
  -- the Wronskians at the matching radius coincide
  rw [mu.1, mu.2, mv.1, mv.2, u0, v0] at h1
  rw [p0, q0] at h2
  linear_combination h1 - h2

/-- In a constant potential `c` a sine wave with `K² = E - c` solves the radial equation. -/
theorem sine_solution {c E K : ℝ} (R A d : ℝ) (hK : K ^ 2 = E - c) :
    IsRadialSolution (fun _ => c) E R (fun r => A * Real.sin (K * r + d))
      (fun r => A * (K * Real.cos (K * r + d))) := by
  have hl : ∀ r : ℝ, HasDerivAt (fun r => K * r + d) K r := fun r =>
    (((hasDerivAt_id' r).const_mul K).add_const d).congr_deriv (mul_one K)
  constructor
  · intro r _
    exact (((hl r).sin.const_mul A).congr_deriv (by ring)).hasDerivWithinAt
  · intro r _
    refine ((((hl r).cos.const_mul K).const_mul A).congr_deriv ?_).hasDerivWithinAt
    linear_combination (-A * Real.sin (K * r + d)) * hK

/-- The outer wave with phase shift `d` solves the free radial equation at energy `k²`. -/
theorem outerWave_solution (k d R : ℝ) :
    IsRadialSolution (fun _ => 0) (k ^ 2) R (outerWave k d) (outerSlope k d) := by
  have e1 : outerWave k d = fun r => (Real.sin d)⁻¹ * Real.sin (k * r + d) := by
    funext r
    simp only [outerWave]
    ring
  have e2 : outerSlope k d = fun r => (Real.sin d)⁻¹ * (k * Real.cos (k * r + d)) := by
    funext r
    simp only [outerSlope]
    ring
  rw [e1, e2]
  exact sine_solution R _ d (by ring)

/-- The wave `1 - α r` solves the free radial equation at zero energy. -/
theorem zeroWave_solution (α R : ℝ) :
    IsRadialSolution (fun _ => 0) 0 R (zeroWave α) (zeroSlope α) := by
  constructor
  · intro r _
    exact ((((hasDerivAt_id' r).const_mul α).const_sub 1).congr_deriv
      (by simp [zeroSlope])).hasDerivWithinAt
  · intro r _
    exact ((hasDerivAt_const r (-α)).congr_deriv (by simp)).hasDerivWithinAt

/-- Bethe identity: `k cot d` equals minus the inverse scattering length `α` plus `k²` times
the integral of `p₀ p_k - u₀ u_k` over `[0, R]`. -/
theorem bethe_identity {k d α : ℝ} {u₀ u₀' : ℝ → ℝ} (hR : 0 ≤ R) (hd : Real.sin d ≠ 0)
    (h₀ : IsRadialSolution U 0 R u₀ u₀') (hk : IsRadialSolution U (k ^ 2) R u u')
    (z₀ : u₀ 0 = 0) (zk : u 0 = 0)
    (m₀ : MatchesAt R u₀ u₀' (zeroWave α) (zeroSlope α))
    (mk : MatchesAt R u u' (outerWave k d) (outerSlope k d)) :
    k * Real.cot d = -α
      + k ^ 2 * ∫ r in (0 : ℝ)..R, (zeroWave α r * outerWave k d r - u₀ r * u r) := by
  have h := slope_difference hR h₀ hk (zeroWave_solution α R) (outerWave_solution k d R)
    z₀ zk (by simp [zeroWave]) (by simp [outerWave, hd]) m₀ mk
  have hs : outerSlope k d 0 = k * Real.cot d := by
    rw [Real.cot_eq_cos_div_sin, outerSlope, mul_zero, zero_add, mul_div_assoc]
  have hz : zeroSlope α 0 = -α := rfl
  rw [hs, hz] at h
  linear_combination h

/-- The Bethe identity between two wave numbers `k` and `l` with phase shifts `d` and `e`. -/
theorem bethe_identity_two_energies {k l d e : ℝ} (hR : 0 ≤ R)
    (hd : Real.sin d ≠ 0) (he : Real.sin e ≠ 0)
    (hu : IsRadialSolution U (k ^ 2) R u u') (hv : IsRadialSolution U (l ^ 2) R v v')
    (zu : u 0 = 0) (zv : v 0 = 0)
    (mu : MatchesAt R u u' (outerWave k d) (outerSlope k d))
    (mv : MatchesAt R v v' (outerWave l e) (outerSlope l e)) :
    l * Real.cot e - k * Real.cot d = (l ^ 2 - k ^ 2)
      * ∫ r in (0 : ℝ)..R, (outerWave k d r * outerWave l e r - u r * v r) := by
  have h := slope_difference hR hu hv (outerWave_solution k d R) (outerWave_solution l e R)
    zu zv (by simp [outerWave, hd]) (by simp [outerWave, he]) mu mv
  have hs : ∀ k d : ℝ, outerSlope k d 0 = k * Real.cot d := fun k d => by
    rw [Real.cot_eq_cos_div_sin, outerSlope, mul_zero, zero_add, mul_div_assoc]
  rwa [hs, hs] at h

/-- If the zero-energy waves are bounded by `M` and the waves at energy `k²` differ from them
by at most `ε`, the effective-range formula for `k cot d` errs by at most `2 M ε R k²`. -/
theorem effective_range_error {k d α M ε : ℝ} {u₀ u₀' : ℝ → ℝ} (hR : 0 ≤ R)
    (hd : Real.sin d ≠ 0)
    (h₀ : IsRadialSolution U 0 R u₀ u₀') (hk : IsRadialSolution U (k ^ 2) R u u')
    (z₀ : u₀ 0 = 0) (zk : u 0 = 0)
    (m₀ : MatchesAt R u₀ u₀' (zeroWave α) (zeroSlope α))
    (mk : MatchesAt R u u' (outerWave k d) (outerSlope k d))
    (bp : ∀ r ∈ Icc 0 R, |zeroWave α r| ≤ M) (bu : ∀ r ∈ Icc 0 R, |u₀ r| ≤ M)
    (ep : ∀ r ∈ Icc 0 R, |outerWave k d r - zeroWave α r| ≤ ε)
    (eu : ∀ r ∈ Icc 0 R, |u r - u₀ r| ≤ ε) :
    |k * Real.cot d - (-α + effectiveRange α R u₀ / 2 * k ^ 2)| ≤ 2 * M * ε * R * k ^ 2 := by
  have hb := bethe_identity hR hd h₀ hk z₀ zk m₀ mk
  have hp := zeroWave_solution α R
  have hs := intervalIntegral.integral_sub
    ((integrable_mul hR hp (outerWave_solution k d R)).sub (integrable_mul hR h₀ hk))
    ((integrable_mul hR hp hp).sub (integrable_mul hR h₀ h₀))
  -- the integrand of the remainder is p₀ (p_k - p₀) - u₀ (u_k - u₀)
  have hI : ‖∫ r in (0 : ℝ)..R, ((zeroWave α r * outerWave k d r - u₀ r * u r)
      - (zeroWave α r * zeroWave α r - u₀ r * u₀ r))‖ ≤ 2 * M * ε * |R - 0| := by
    apply intervalIntegral.norm_integral_le_of_norm_le_const
    intro r hr
    rw [uIoc_of_le hR] at hr
    have hr' := Ioc_subset_Icc_self hr
    have t1 : |zeroWave α r * (outerWave k d r - zeroWave α r)| ≤ M * ε := by
      rw [abs_mul]
      exact mul_le_mul (bp r hr') (ep r hr') (abs_nonneg _)
        (le_trans (abs_nonneg _) (bp r hr'))
    have t2 : |u₀ r * (u r - u₀ r)| ≤ M * ε := by
      rw [abs_mul]
      exact mul_le_mul (bu r hr') (eu r hr') (abs_nonneg _)
        (le_trans (abs_nonneg _) (bu r hr'))
    rw [Real.norm_eq_abs, abs_le]
    rw [abs_le] at t1 t2
    constructor <;> nlinarith [t1.1, t1.2, t2.1, t2.2]
  rw [sub_zero, abs_of_nonneg hR, Real.norm_eq_abs] at hI
  have hE : k * Real.cot d - (-α + effectiveRange α R u₀ / 2 * k ^ 2)
      = k ^ 2 * ∫ r in (0 : ℝ)..R, ((zeroWave α r * outerWave k d r - u₀ r * u r)
        - (zeroWave α r * zeroWave α r - u₀ r * u₀ r)) := by
    rw [hb, effectiveRange]
    linear_combination (-k ^ 2) * hs
  rw [hE, abs_mul, abs_of_nonneg (sq_nonneg k)]
  calc _ ≤ k ^ 2 * (2 * M * ε * R) := mul_le_mul_of_nonneg_left hI (sq_nonneg k)
    _ = _ := by ring

/-- In the square well `U = -9` on `[0, π/2]` the waves `-sin 3r` and `sin 5r` solve the radial
equation at `k = 0` and `k = 4`, and match the free waves with `α = 0` and `d = π/2`. -/
theorem bethe_identity_witness :
    IsRadialSolution (fun _ => -9) 0 (Real.pi / 2)
      (fun r => -1 * Real.sin (3 * r + 0)) (fun r => -1 * (3 * Real.cos (3 * r + 0))) ∧
    IsRadialSolution (fun _ => -9) (4 ^ 2) (Real.pi / 2)
      (fun r => 1 * Real.sin (5 * r + 0)) (fun r => 1 * (5 * Real.cos (5 * r + 0))) ∧
    MatchesAt (Real.pi / 2) (fun r => -1 * Real.sin (3 * r + 0))
      (fun r => -1 * (3 * Real.cos (3 * r + 0))) (zeroWave 0) (zeroSlope 0) ∧
    MatchesAt (Real.pi / 2) (fun r => 1 * Real.sin (5 * r + 0))
      (fun r => 1 * (5 * Real.cos (5 * r + 0)))
      (outerWave 4 (Real.pi / 2)) (outerSlope 4 (Real.pi / 2)) := by
  have h3 : 3 * (Real.pi / 2) + 0 = Real.pi / 2 + Real.pi := by ring
  have h5 : 5 * (Real.pi / 2) + 0 = Real.pi / 2 + 2 * Real.pi := by ring
  have h4 : 4 * (Real.pi / 2) + Real.pi / 2 = Real.pi / 2 + 2 * Real.pi := by ring
  refine ⟨sine_solution _ _ _ (by norm_num), sine_solution _ _ _ (by norm_num),
    ⟨?_, ?_⟩, ⟨?_, ?_⟩⟩
  · simp only [h3, Real.sin_add_pi, Real.sin_pi_div_two, zeroWave]
    norm_num
  · simp only [h3, Real.cos_add_pi, Real.cos_pi_div_two, zeroSlope]
    norm_num
  · simp only [h5, h4, Real.sin_add_two_pi, Real.sin_pi_div_two, outerWave]
    norm_num
  · simp only [h5, h4, Real.cos_add_two_pi, Real.cos_pi_div_two, outerSlope]
    norm_num

end

end BetheEffectiveRange
```

```lean
#print axioms BetheEffectiveRange.bethe_identity_two_energies
#print axioms BetheEffectiveRange.effective_range_error
```

```
'BetheEffectiveRange.bethe_identity_two_energies' depends on axioms: [propext, Classical.choice, Quot.sound]
'BetheEffectiveRange.effective_range_error' depends on axioms: [propext, Classical.choice, Quot.sound]
```
